# Two parallel, unnormalised vectors can resolve the identity in a one-dimensional space

In the one-dimensional complex space `ℂ`, take the two unnormalised vectors 3/5 and 4/5. The lemma states that summing ⟨v i, x⟩ v i over them returns every x, although their overlap matrix is not the identity. Normalised, the two vectors coincide: their mutual overlap is 1, and the same sum would give 2x. The attempt proves the first claim by expanding the sum with `simp` and finishing with `ring`, and the second by comparing the off-diagonal entry of the overlap matrix, 12/25, with 0.

The failing Lean file:

```lean
import Mathlib

open Matrix
open scoped ComplexOrder

namespace RedundantFamily

noncomputable section

variable {ι E : Type*} [Fintype ι] [NormedAddCommGroup E] [InnerProductSpace ℂ E]

/-- The overlap matrix `S i j = ⟨v i, v j⟩` of a family of vectors. -/
def overlap (v : ι → E) : Matrix ι ι ℂ := Matrix.of fun i j => inner ℂ (v i) (v j)

/-- The amplitudes `⟨v i, x⟩` of a vector `x` on the family. -/
def amplitudes (v : ι → E) (x : E) : ι → ℂ := fun i => inner ℂ (v i) x

/-- The expansion `∑ i, c i • v i` with coefficients `c`. -/
def combine (v : ι → E) (c : ι → ℂ) : E := ∑ i, c i • v i

/-- The map `x ↦ ∑ i, ⟨v i, x⟩ • v i`, which ignores the overlap. -/
def naive (v : ι → E) (x : E) : E := combine v (amplitudes v x)

/-- The span of a finite family is finite-dimensional. -/
instance finiteDimensional_span (v : ι → E) :
    FiniteDimensional ℂ (Submodule.span ℂ (Set.range v)) :=
  FiniteDimensional.span_of_finite ℂ (Set.finite_range v)

variable [DecidableEq ι]

/-- For the two vectors `3/5` and `4/5` in the one-dimensional space `ℂ`, the map
`x ↦ ∑ i, ⟨v i, x⟩ • v i` is the identity although the overlap matrix is not. -/
theorem redundant_family :
    (∀ x : ℂ, naive ![(3 / 5 : ℂ), 4 / 5] x = x) ∧
      overlap ![(3 / 5 : ℂ), 4 / 5] ≠ 1 := by
  constructor
  · intro x
    simp [naive, combine, amplitudes, Fin.sum_univ_two]
    ring
  · intro h
    have h01 := congrFun (congrFun h 0) 1
    norm_num [overlap] at h01

end

end RedundantFamily
```

The compiler's answer:

```
Try this:
  [apply] ring_nf
  
  The `ring` tactic failed to close the goal. Use `ring_nf` to obtain a normal form.
    
  Note that `ring` works primarily in *commutative* rings. If you have a noncommutative ring, abelian group or module, consider using `noncomm_ring`, `abel` or `module` instead.
Main.lean:37:2: error: unsolved goals
case left
x : ℂ
⊢ x * (starRingEnd ℂ) 3 * ((starRingEnd ℂ) 5)⁻¹ * (3 / 5) + x * ((starRingEnd ℂ) 5)⁻¹ * (starRingEnd ℂ) 4 * (4 / 5) = x
```

What went wrong. The error is in the first claim. The inner product conjugates its first argument, so expanding it puts conjugates on 3/5 and 4/5. `simp` carries the conjugation inside the fractions but leaves `(starRingEnd ℂ) 3`, `(starRingEnd ℂ) 4` and `(starRingEnd ℂ) 5` unevaluated. `ring` treats these as unknown quantities unrelated to 3, 4 and 5, so it cannot close the goal. The "Try this" message reports that failure and suggests `ring_nf`, which only gives a normal form; the missing fact is that these numbers are real.

The repair proves that fact as `h3`, `h4` and `h5`. `Complex.conj_eq_iff_im` says that a complex number equals its conjugate exactly when its imaginary part is zero, which `simp` checks for each numeral. After `simp` has expanded the goal, `rw [h3, h4, h5]` replaces the conjugates by plain numbers. `ring` can then use 9/25 + 16/25 = 1 to finish. The added comment only explains the step.

After these edits no error is left:

```diff
@@ -36,5 +36,10 @@
   constructor
   · intro x
+    -- the real numbers 3, 4 and 5 are their own conjugates
+    have h3 : (starRingEnd ℂ) 3 = 3 := Complex.conj_eq_iff_im.mpr (by simp)
+    have h4 : (starRingEnd ℂ) 4 = 4 := Complex.conj_eq_iff_im.mpr (by simp)
+    have h5 : (starRingEnd ℂ) 5 = 5 := Complex.conj_eq_iff_im.mpr (by simp)
     simp [naive, combine, amplitudes, Fin.sum_univ_two]
+    rw [h3, h4, h5]
     ring
   · intro h
```
